# Closed form of the exponential of a traceless symmetric two-by-two matrix

Write M for the traceless symmetric matrix with rows (a, b) and (b, −a), the form of a two-level Hamiltonian with real coupling b when its mean energy is set to zero. The theorem says that exp(zM) = cosh(kz)·1 + sM, where k² = a² + b² and sk = sinh(kz). All the quantities are complex numbers, with b and k assumed nonzero; for a Hamiltonian M, putting z = −it/ħ gives the time-evolution operator. The proof takes eigenvectors of M, unnormalised, as the columns of an invertible matrix `U`, and checks that `U` diagonalises both zM and the proposed answer. It then exponentiates the diagonal matrix entry by entry and changes back to the original basis.

The failing Lean file:

```lean
import Mathlib

open Complex

namespace ExpTraceless

noncomputable section

/-- Two-by-two matrices with equal entries are equal. -/
private theorem entries_ext {a b c d a' b' c' d' : ℂ} (h₁ : a = a') (h₂ : b = b')
    (h₃ : c = c') (h₄ : d = d') : !![a, b; c, d] = !![a', b'; c', d'] := by
  rw [h₁, h₂, h₃, h₄]

/-- The exponential of a traceless symmetric two-by-two matrix in closed form,
for `b` and `k` nonzero, `k² = a² + b²` and `s k = sinh (k z)`. -/
theorem exp_traceless {a b k z s : ℂ} (hb : b ≠ 0) (hk : k ≠ 0)
    (h : k ^ 2 = a ^ 2 + b ^ 2) (hs : s * k = Complex.sinh (k * z)) :
    NormedSpace.exp !![z * a, z * b; z * b, -(z * a)] =
      !![Complex.cosh (k * z) + s * a, s * b; s * b, Complex.cosh (k * z) - s * a] := by
  -- the columns of `U` are the growing and the decaying mode
  let U : Matrix (Fin 2) (Fin 2) ℂ := !![b, b; k - a, -k - a]
  have hdet : IsUnit U.det := by
    have : U.det = -2 * (b * k) := by
      simp only [U, Matrix.det_fin_two_of]
      ring
    rw [this]
    exact (mul_ne_zero (by norm_num) (mul_ne_zero hb hk)).isUnit
  have hD : ∀ x y : ℂ, Matrix.diagonal ![x, y] = !![x, 0; 0, y] := by
    intro x y
    ext i j
    fin_cases i <;> fin_cases j <;> simp
  have hexp : NormedSpace.exp (Matrix.diagonal ![k * z, -(k * z)]) =
      Matrix.diagonal ![Complex.exp (k * z), Complex.exp (-(k * z))] := by
    rw [Matrix.exp_diagonal]
    congr 1
    ext i
    fin_cases i <;> simp [Pi.exp_apply, Complex.exp_eq_exp_ℂ]
  have h1 : !![z * a, z * b; z * b, -(z * a)] * U =
      U * Matrix.diagonal ![k * z, -(k * z)] := by
    rw [hD, Matrix.mul_fin_two, Matrix.mul_fin_two]
    exact entries_ext (by ring) (by ring) (by linear_combination (-z) * h)
      (by linear_combination (-z) * h)
  have h2 : !![Complex.cosh (k * z) + s * a, s * b; s * b, Complex.cosh (k * z) - s * a] * U =
      U * Matrix.diagonal ![Complex.exp (k * z), Complex.exp (-(k * z))] := by
    rw [hD, ← Complex.cosh_add_sinh, ← Complex.cosh_sub_sinh, ← hs,
      Matrix.mul_fin_two, Matrix.mul_fin_two]
    exact entries_ext (by ring) (by ring) (by linear_combination (-s) * h)
      (by linear_combination (-s) * h)
  rw [← Matrix.mul_nonsing_inv_cancel_right U !![z * a, z * b; z * b, -(z * a)] hdet, h1,
    Matrix.exp_conj _ _ ((Matrix.isUnit_iff_isUnit_det U).mpr hdet), hexp, ← h2,
    Matrix.mul_nonsing_inv_cancel_right _ _ hdet]

end

end ExpTraceless
```

Messages:

```
Main.lean:37:26: error(lean.unknownIdentifier): Unknown identifier `Pi.exp_apply`
Main.lean:37:26: error(lean.unknownIdentifier): Unknown identifier `Pi.exp_apply`
```

After these edits no error is left:

```diff
@@ -30,4 +30,6 @@
     ext i j
     fin_cases i <;> fin_cases j <;> simp
+  have he : ∀ (w : Fin 2 → ℂ) (i : Fin 2), NormedSpace.exp w i = NormedSpace.exp (w i) :=
+    fun w i => NormedSpace.map_exp (Pi.evalRingHom (fun _ : Fin 2 => ℂ) i) (continuous_apply i) w
   have hexp : NormedSpace.exp (Matrix.diagonal ![k * z, -(k * z)]) =
       Matrix.diagonal ![Complex.exp (k * z), Complex.exp (-(k * z))] := by
@@ -35,5 +37,6 @@
     congr 1
     ext i
-    fin_cases i <;> simp [Pi.exp_apply, Complex.exp_eq_exp_ℂ]
+    rw [he]
+    fin_cases i <;> simp [Complex.exp_eq_exp_ℂ]
   have h1 : !![z * a, z * b; z * b, -(z * a)] * U =
       U * Matrix.diagonal ![k * z, -(k * z)] := by
```

Diagnosis. Both messages say that Lean knows no declaration called `Pi.exp_apply`. There are two because `<;>` runs the same `simp` call on each of the two cases made by `fin_cases i`.

The missing lemma was meant to supply a step in `hexp`. After `Matrix.exp_diagonal`, what is exponentiated is a vector, a function on `Fin 2`, and one needs to know that each component of its exponential is the exponential of that component.

The repair proves this fact as `he`. Taking the `i`-th component is a ring homomorphism, `Pi.evalRingHom`, and it is continuous by `continuous_apply i`, so `NormedSpace.map_exp` lets it pass through the exponential. The new `rw [he]` applies the fact before the split into cases, leaving exponentials of single complex numbers. The unknown name is dropped from the `simp` call, which keeps `Complex.exp_eq_exp_ℂ` to identify `Complex.exp` with `NormedSpace.exp` on the complex numbers, and now closes both cases.
